# Error bound for partial-wave energies extrapolated by an inverse-quartic law

Let E_l be the energy computed with partial waves up to l, and scale each increment to l⁴(E_l − E_{l−1}). The lemma says that if all scaled increments beyond a cutoff L lie within δ of the one at L, then the energies converge, and their limit differs from the extrapolated energy by at most δ times the sum of l⁻⁴ over l > L. The extrapolated energy is E_L plus the scaled increment at L times that same sum. Here E is any real sequence: no Hamiltonian enters, and the near-inverse-quartic behaviour is a hypothesis, not something derived. The proof splits each later increment into an exact l⁻⁴ part and a deviation, sums both, and recovers the energies by telescoping.

Lean 4 with Mathlib refuses this proof:

```lean
import Mathlib

open Filter Topology Finset

namespace ExtrapolationErrorLe

noncomputable section

/-- The energy increment of partial wave `l ≥ 1`, multiplied by `l ^ 4`. -/
def scaledIncrement (E : ℕ → ℝ) (l : ℕ) : ℝ :=
  (l : ℝ) ^ 4 * (E l - E (l - 1))

/-- The number `π ^ 4 / 90` minus the sum of `l ^ (-4)` over `l = 1, ..., L`. -/
def zetaTail (L : ℕ) : ℝ :=
  Real.pi ^ 4 / 90 - ∑ l ∈ Icc 1 L, 1 / (l : ℝ) ^ 4

/-- The extrapolated energy, computed from the energies at the cutoffs `L` and `L - 1`,
for `L ≥ 1`. -/
def extrapolate (E : ℕ → ℝ) (L : ℕ) : ℝ :=
  E L + scaledIncrement E L * zetaTail L

/-- The zeta tail is the sum of `l ^ (-4)` over all partial waves `l > L` left out
by the cutoff. -/
theorem hasSum_zetaTail (L : ℕ) :
    HasSum (fun n : ℕ => 1 / ((n + L + 1 : ℕ) : ℝ) ^ 4) (zetaTail L) := by
  -- the term `l = 0` contributes nothing to the sum over the naturals
  have hs : ∀ M : ℕ, ∑ i ∈ range (M + 1), 1 / (i : ℝ) ^ 4
      = ∑ l ∈ Icc 1 M, 1 / (l : ℝ) ^ 4 := by
    intro M
    induction M with
    | zero => simp
    | succ n ih =>
      rw [sum_range_succ, ih, Finset.sum_Icc_succ_top (show 1 ≤ n + 1 by omega)]
  have h : HasSum (fun n : ℕ => 1 / ((n + (L + 1) : ℕ) : ℝ) ^ 4)
      (Real.pi ^ 4 / 90 - ∑ i ∈ range (L + 1), 1 / (i : ℝ) ^ 4) :=
    (hasSum_nat_add_iff' (f := fun n : ℕ => 1 / (n : ℝ) ^ 4) (L + 1)).mpr hasSum_zeta_four
  rw [hs] at h
  exact h

/-- The energy gained by adding partial wave `l + 1` is its scaled increment divided by
`(l + 1) ^ 4`. -/
theorem increment_eq (E : ℕ → ℝ) (l : ℕ) :
    E (l + 1) - E l = scaledIncrement E (l + 1) * (1 / ((l + 1 : ℕ) : ℝ) ^ 4) := by
  have hne : ((l + 1 : ℕ) : ℝ) ^ 4 ≠ 0 := by positivity
  rw [scaledIncrement, Nat.add_sub_cancel, mul_one_div, mul_div_cancel_left₀ _ hne]

/-- If the scaled increments beyond the cutoff `L` differ from the one at `L` by at most `δ`,
the energies converge, and the extrapolated energy misses their limit by at most `δ` times
the zeta tail. -/
theorem extrapolation_error_le (E : ℕ → ℝ) (L : ℕ) (δ : ℝ)
    (h : ∀ l, L < l → |scaledIncrement E l - scaledIncrement E L| ≤ δ) :
    ∃ Elim : ℝ, Tendsto E atTop (𝓝 Elim) ∧
      |Elim - extrapolate E L| ≤ δ * zetaTail L := by
  -- `r n` is the deviation of an increment from the inverse-quartic law
  let r : ℕ → ℝ := fun n =>
    (scaledIncrement E (n + L + 1) - scaledIncrement E L) * (1 / ((n + L + 1 : ℕ) : ℝ) ^ 4)
  have hb : ∀ n, ‖r n‖ ≤ δ * (1 / ((n + L + 1 : ℕ) : ℝ) ^ 4) := by
    intro n
    have hw : (0 : ℝ) ≤ 1 / ((n + L + 1 : ℕ) : ℝ) ^ 4 := by positivity
    change |(scaledIncrement E (n + L + 1) - scaledIncrement E L)
      * (1 / ((n + L + 1 : ℕ) : ℝ) ^ 4)| ≤ _
    rw [abs_mul, abs_of_nonneg hw]
    exact mul_le_mul_of_nonneg_right (h _ (by omega)) hw
  have hδ := (hasSum_zetaTail L).mul_left δ
  have hr : Summable r :=
    Summable.of_norm_bounded (g := fun n : ℕ => δ * (1 / ((n + L + 1 : ℕ) : ℝ) ^ 4))
      hδ.summable hb
  -- the increments sum to the extrapolated part plus the deviations
  have hd : HasSum (fun n : ℕ => E (n + L + 1) - E (n + L))
      (scaledIncrement E L * zetaTail L + ∑' n, r n) := by
    have h1 := ((hasSum_zetaTail L).mul_left (scaledIncrement E L)).add hr.hasSum
    convert h1 using 1
    funext n
    rw [increment_eq E (n + L)]
    simp only [r]
    ring
  have htel : ∀ N : ℕ, E (N + L) = E L + ∑ n ∈ range N, (E (n + L + 1) - E (n + L)) := by
    intro N
    induction N with
    | zero => simp
    | succ N ih =>
      rw [sum_range_succ, show N + 1 + L = N + L + 1 by omega]
      linarith
  refine ⟨E L + (scaledIncrement E L * zetaTail L + ∑' n, r n), ?_, ?_⟩
  · apply (tendsto_add_atTop_iff_nat L).mp
    rw [funext htel]
    exact hd.tendsto_sum_nat.const_add (E L)
  · have he : E L + (scaledIncrement E L * zetaTail L + ∑' n, r n) - extrapolate E L
        = ∑' n, r n := by
      rw [extrapolate]
      ring
    rw [he]
    exact tsum_of_norm_bounded hδ hb

end

end ExtrapolationErrorLe
```

The compiler's answer:

```
Main.lean:73:4: error: Tactic `apply` failed: could not unify the conclusion of `@funext`
  ?f = ?g
with the goal
  Real.instAddCommMonoid =
    CommRing.toNonUnitalCommRing.toNonUnitalNonAssocCommRing.toNonUnitalNonAssocSemiring.toAddCommMonoid

Note: The full type of `@funext` is
  ∀ {α : Sort ?u.243} {β : α → Sort ?u.242} {f g : (x : α) → β x}, (∀ (x : α), f x = g x) → f = g

case e'_3
E : ℕ → ℝ
L : ℕ
δ : ℝ
h : ∀ (l : ℕ), L < l → |scaledIncrement E l - scaledIncrement E L| ≤ δ
r : ℕ → ℝ := fun n => (scaledIncrement E (n + L + 1) - scaledIncrement E L) * (1 / ↑(n + L + 1) ^ 4)
hb : ∀ (n : ℕ), ‖r n‖ ≤ δ * (1 / ↑(n + L + 1) ^ 4)
hδ : HasSum (fun i => δ * (1 / ↑(i + L + 1) ^ 4)) (δ * zetaTail L)
hr : Summable r
h1 :
  HasSum (fun b => scaledIncrement E L * (1 / ↑(b + L + 1) ^ 4) + r b)
    (scaledIncrement E L * zetaTail L + ∑' (b : ℕ), r b)
⊢ Real.instAddCommMonoid =
    CommRing.toNonUnitalCommRing.toNonUnitalNonAssocCommRing.toNonUnitalNonAssocSemiring.toAddCommMonoid
```

The mended proof, as a diff:

```diff
@@ -70,9 +70,12 @@
       (scaledIncrement E L * zetaTail L + ∑' n, r n) := by
     have h1 := ((hasSum_zetaTail L).mul_left (scaledIncrement E L)).add hr.hasSum
-    convert h1 using 1
-    funext n
-    rw [increment_eq E (n + L)]
-    simp only [r]
-    ring
+    have hfun : (fun n : ℕ => E (n + L + 1) - E (n + L)) =
+        fun n : ℕ => scaledIncrement E L * (1 / ((n + L + 1 : ℕ) : ℝ) ^ 4) + r n := by
+      funext n
+      rw [increment_eq E (n + L)]
+      simp only [r]
+      ring
+    rw [hfun]
+    exact h1
   have htel : ∀ N : ℕ, E (N + L) = E L + ∑ n ∈ range N, (E (n + L + 1) - E (n + L)) := by
     intro N
```

Cause. The fault is in the proof of `hd`, which sums the increments. The series `h1` has the right sum, but its terms are written differently, and `convert h1 using 1` was meant to leave only the equality of the two term functions. The goal that `funext n` met was another one: that two `AddCommMonoid` structures on ℝ are equal, one being `Real.instAddCommMonoid` and the other reached through `CommRing`. `convert` had not closed this goal itself. `funext` proves equalities between functions, and these structures are not functions, so it could not be applied.

The repair states the equality of the term functions outright as `hfun` and proves it by the old steps, so `funext` now has the goal it needs. `rw [hfun]` then puts the terms of the goal in the form used by `h1`. Finally `exact h1` closes it, since Lean accepts the two structures as equal by definition when it checks the types, and no separate goal about them arises.
